# The sum of (gu)(gv)ᵀ over a finite group of orthogonal symmetry operations commutes with each operation

Let a finite group act on real vectors with finitely many components by orthogonal matrices ρ(g), as the symmetry operations of a molecule act on its atomic displacements. For any two vectors u and v, which need not be normalised, `orbitSum_invariant` states that the matrix ∑ (ρ(g)u)(ρ(g)v)ᵀ, summed over the group without dividing by its order, commutes with every ρ(h). The proof multiplies the sum by ρ(h) on each side and matches the terms by relabelling g as hg. On one side this leaves a factor ρ(h)ᵀρ(h), which orthogonality, recorded as `hort`, reduces to the identity.

The failing Lean file:

```lean
import Mathlib

open Matrix

namespace OrbitSumInvariant

noncomputable section

/-- A matrix applied to an outer product acts on its first vector. -/
theorem mul_outer {n : Type*} [Fintype n] (A : Matrix n n ℝ) (x y : n → ℝ) :
    A * vecMulVec x y = vecMulVec (A *ᵥ x) y := by
  ext i j
  simp only [Matrix.mul_apply, Matrix.vecMulVec_apply, Matrix.mulVec, dotProduct,
    Finset.sum_mul, mul_assoc]

variable {G n : Type*} [Group G] [Fintype G] [Fintype n] [DecidableEq n]

/-- The sum over the group of the outer products `(g u) (g v)ᵀ`. -/
def orbitSum (ρ : G →* Matrix.orthogonalGroup n ℝ) (u v : n → ℝ) : Matrix n n ℝ :=
  ∑ g, vecMulVec ((ρ g).1 *ᵥ u) ((ρ g).1 *ᵥ v)

/-- A matrix is invariant if it commutes with every symmetry operation. -/
def IsInvariant (ρ : G →* Matrix.orthogonalGroup n ℝ) (A : Matrix n n ℝ) : Prop :=
  ∀ g, A * (ρ g).1 = (ρ g).1 * A

variable {ρ : G →* Matrix.orthogonalGroup n ℝ} {Φ : Matrix n n ℝ} {d F : n → ℝ}

/-- The group sum `∑ (g u) (g v)ᵀ` commutes with every symmetry operation. -/
theorem orbitSum_invariant (u v : n → ℝ) : IsInvariant ρ (orbitSum ρ u v) := by
  intro h
  have hort : (ρ h).1ᵀ * (ρ h).1 = 1 := by
    have h1 : star (ρ h).1 * (ρ h).1 = 1 := Matrix.mem_orthogonalGroup_iff'.1 (ρ h).2
    rwa [Matrix.star_eq_conjTranspose, Matrix.conjTranspose_eq_transpose_of_trivial] at h1
  have outer_mul : ∀ (x y : n → ℝ) (A : Matrix n n ℝ),
      vecMulVec x y * A = vecMulVec x (Aᵀ *ᵥ y) := by
    intro x y A
    ext i j
    simp only [Matrix.mul_apply, Matrix.vecMulVec_apply, Matrix.mulVec, dotProduct,
      Matrix.transpose_apply, Finset.mul_sum]
    exact Finset.sum_congr rfl fun k _ => by ring
  unfold orbitSum
  rw [Finset.sum_mul, Finset.mul_sum]
  symm
  -- relabel the group elements by g ↦ h g
  refine Fintype.sum_equiv (Equiv.mulLeft h) _ _ fun g => ?_
  change _ = vecMulVec ((ρ (h * g)).1 *ᵥ u) ((ρ (h * g)).1 *ᵥ v) * (ρ h).1
  have hmul : (ρ (h * g)).1 = (ρ h).1 * (ρ g).1 := by
    rw [map_mul]
    rfl
  rw [hmul, mul_outer, outer_mul, Matrix.mulVec_mulVec, Matrix.mulVec_mulVec,
    ← Matrix.mul_assoc, hort, Matrix.one_mul]

end

end OrbitSumInvariant
```

Lean reports:

```
Main.lean:32:44: error: Invalid projection: Projections cannot be used on functions, and
  mem_orthogonalGroup_iff'
has function type
  ∀ (n : Type ?u.64) [inst : DecidableEq n] [inst_1 : Fintype n] (R : Type ?u.63) [inst_2 : CommRing R]
    {A : Matrix n n R}, A ∈ orthogonalGroup n R ↔ Aᵀ * A = 1
```

What went wrong. The error is in the proof of `hort`, where the orthogonality of ρ(h) is read off from its membership in the orthogonal group. The lemma `Matrix.mem_orthogonalGroup_iff'` takes the index type `n` and the ring `R` as explicit arguments, as the round brackets in the printed type show. Without them it is still a function and not yet an equivalence, so `.1` has no forward direction to extract, and Lean reports an invalid projection. Writing `(Matrix.mem_orthogonalGroup_iff' n ℝ).1` supplies both arguments, and the projection then applies to `(ρ h).2`.

The diff also removes the intermediate `h1`, stated with `star`, and the `rwa` that turned `star` into a transpose. The message shows that the lemma already concludes `Aᵀ * A = 1`, which is the form `hort` needs, so the detour has no purpose. No message complains of the `rwa` itself.

The repair, with which the file compiles:

```diff
@@ -29,7 +29,6 @@
 theorem orbitSum_invariant (u v : n → ℝ) : IsInvariant ρ (orbitSum ρ u v) := by
   intro h
-  have hort : (ρ h).1ᵀ * (ρ h).1 = 1 := by
-    have h1 : star (ρ h).1 * (ρ h).1 = 1 := Matrix.mem_orthogonalGroup_iff'.1 (ρ h).2
-    rwa [Matrix.star_eq_conjTranspose, Matrix.conjTranspose_eq_transpose_of_trivial] at h1
+  have hort : (ρ h).1ᵀ * (ρ h).1 = 1 :=
+    (Matrix.mem_orthogonalGroup_iff' n ℝ).1 (ρ h).2
   have outer_mul : ∀ (x y : n → ℝ) (A : Matrix n n ℝ),
       vecMulVec x y * A = vecMulVec x (Aᵀ *ᵥ y) := by
```
